# The second derivative of a spin GGA energy density under displaced density gradients, at fixed spin densities

Let ga and gb be the gradients of the two spin densities, a and b, at one point in space. With the spin densities held fixed there, the energy density of a generalised gradient approximation (GGA) is a function f of three contracted gradients:

saa = |ga|², sab = ⟨ga,gb⟩, sbb = |gb|².

Many texts write σ for these quantities and keep s for the reduced gradient; here s is never reduced. The variable sab is counted once, so |ga + gb|² = saa + 2 sab + sbb. Partial derivatives are written f_saa, f_sab and f_sbb.

Displace the gradients to ga + t ha and gb + t hb, with t a real number and ha, hb fixed vectors. If f is twice continuously differentiable (C²) at (saa, sab, sbb), the second t-derivative of the energy density at t = 0 is

D²f(w,w) + 2 f_saa |ha|² + 2 f_sab ⟨ha,hb⟩ + 2 f_sbb |hb|²,

w = (2⟨ga,ha⟩, ⟨ga,hb⟩ + ⟨gb,ha⟩, 2⟨gb,hb⟩).

Here D²f(w,w) is the sum of w_i w_j ∂²f/∂s_i∂s_j over the three variables. The expression is the full second derivative, twice the coefficient of t² in a Taylor expansion.

Such derivatives enter the adiabatic kernels of linear-response density functional theory; this formula supplies, at a single point, the part that is quadratic in the gradient changes. Mixed terms, a density change times a gradient change, are not included. Passing from it to the kernel of the integrated functional, where the spin densities vary together with their gradients, is a further step that the hypotheses do not supply.

```lean
import Mathlib

open scoped InnerProductSpace Topology

namespace SpinGGAResponse

noncomputable section

variable {V : Type*} [NormedAddCommGroup V] [InnerProductSpace ℝ V]
```

The gradients live in `V`, any real vector space with an inner product. This includes ordinary three-dimensional space and R^d for every d.

```lean
/-- The contracted gradients `(saa, sab, sbb)` of two spin-density gradients. -/
def contracted (ga gb : V) : ℝ × ℝ × ℝ := (‖ga‖ ^ 2, ⟪ga, gb⟫_ℝ, ‖gb‖ ^ 2)
```

`contracted ga gb` is the triple (saa, sab, sbb). The notation `⟪ga, gb⟫_ℝ` is the real inner product, and `ℝ × ℝ × ℝ` is the space of real triples.

```lean
/-- The first-order change `w` of the contracted gradients when `ga`, `gb` are displaced
along `ha`, `hb`. -/
def firstChange (ga gb ha hb : V) : ℝ × ℝ × ℝ :=
  (2 * ⟪ga, ha⟫_ℝ, ⟪ga, hb⟫_ℝ + ⟪gb, ha⟫_ℝ, 2 * ⟪gb, hb⟫_ℝ)
```

`firstChange` is the triple w above, the part of the change in the contracted gradients that is linear in t.

```lean
/-- The energy density `f(saa, sab, sbb)` at the displaced gradients `ga + t ha`, `gb + t hb`. -/
def energyAlong (f : ℝ × ℝ × ℝ → ℝ) (ga gb ha hb : V) (t : ℝ) : ℝ :=
  f (contracted (ga + t • ha) (gb + t • hb))
```

`energyAlong` is the energy density as a function of t; call it φ(t). The symbol `•` multiplies a vector by a number.

Lean takes f to be defined on all triples, whereas real gradients obey sab² ≤ saa sbb. For parallel or vanishing gradients the triple lies on the boundary of that region, so the C² hypothesis then also concerns values of f just outside it.

```lean
/-- The partial derivative of `f` with respect to `saa`, at a triple `s` where `f` is
differentiable. -/
def fSaa (f : ℝ × ℝ × ℝ → ℝ) (s : ℝ × ℝ × ℝ) : ℝ := fderiv ℝ f s (1, 0, 0)
```

Where f is differentiable, `fderiv ℝ f s` is the differential of f at the triple s, a linear map. Applied to the unit triple (1, 0, 0), it gives f_saa. Where f is not differentiable, Lean sets `fderiv ℝ f s` to zero, even if the partial derivatives exist.

```lean
/-- The partial derivative of `f` with respect to `sab`, at a triple `s` where `f` is
differentiable. -/
def fSab (f : ℝ × ℝ × ℝ → ℝ) (s : ℝ × ℝ × ℝ) : ℝ := fderiv ℝ f s (0, 1, 0)
```

The second unit triple gives f_sab.

```lean
/-- The partial derivative of `f` with respect to `sbb`, at a triple `s` where `f` is
differentiable. -/
def fSbb (f : ℝ × ℝ × ℝ → ℝ) (s : ℝ × ℝ × ℝ) : ℝ := fderiv ℝ f s (0, 0, 1)
```

The third gives f_sbb.

```lean
/-- Where `f` is differentiable, its differential is the sum of its three partial derivatives, each
times the change of its variable. -/
theorem differential_eq (f : ℝ × ℝ × ℝ → ℝ) (s v : ℝ × ℝ × ℝ) :
    fderiv ℝ f s v = v.1 * fSaa f s + v.2.1 * fSab f s + v.2.2 * fSbb f s := by
  have hv : v = v.1 • ((1, 0, 0) : ℝ × ℝ × ℝ) + v.2.1 • ((0, 1, 0) : ℝ × ℝ × ℝ)
      + v.2.2 • ((0, 0, 1) : ℝ × ℝ × ℝ) := by
    ext <;> simp
  calc fderiv ℝ f s v = fderiv ℝ f s (v.1 • ((1, 0, 0) : ℝ × ℝ × ℝ)
        + v.2.1 • ((0, 1, 0) : ℝ × ℝ × ℝ) + v.2.2 • ((0, 0, 1) : ℝ × ℝ × ℝ)) :=
        congrArg _ hv
    _ = _ := by simp only [map_add, map_smul, smul_eq_mul, fSaa, fSab, fSbb]
```

A Lean theorem states its claim before `:=` and its proof after it. This one is the total differential where f is differentiable (elsewhere both sides are zero in Lean): for v = (v₁, v₂, v₃),

Df(s)v = v₁ f_saa + v₂ f_sab + v₃ f_sbb.

A triple is nested as a pair inside a pair, so its entries are `v.1`, `v.2.1` and `v.2.2`. The proof writes v as a combination of the unit triples and uses linearity.

```lean
/-- Along a straight displacement of the gradients the contracted gradients are exactly
quadratic in the displacement parameter. -/
theorem contracted_path (ga gb ha hb : V) (t : ℝ) :
    contracted (ga + t • ha) (gb + t • hb) =
      contracted ga gb + t • firstChange ga gb ha hb + t ^ 2 • contracted ha hb := by
  have c1 : ⟪ha, ga⟫_ℝ = ⟪ga, ha⟫_ℝ := real_inner_comm _ _
  have c2 : ⟪ha, gb⟫_ℝ = ⟪gb, ha⟫_ℝ := real_inner_comm _ _
  have c3 : ⟪hb, gb⟫_ℝ = ⟪gb, hb⟫_ℝ := real_inner_comm _ _
  simp only [contracted, firstChange, Prod.smul_mk, Prod.mk_add_mk, smul_eq_mul,
    Prod.mk.injEq, ← real_inner_self_eq_norm_sq, inner_add_left, inner_add_right,
    real_inner_smul_left, real_inner_smul_right]
  refine ⟨?_, ?_, ?_⟩
  · linear_combination t * c1
  · linear_combination t * c2
  · linear_combination t * c3
```

Expanding the inner products gives

|ga + t ha|² = |ga|² + 2t⟨ga,ha⟩ + t²|ha|²,

⟨ga + t ha, gb + t hb⟩ = ⟨ga,gb⟩ + t(⟨ga,hb⟩ + ⟨gb,ha⟩) + t²⟨ha,hb⟩,

and the same form as the first line for spin b. With S(t) for the displaced triple and q = (|ha|², ⟨ha,hb⟩, |hb|²), this reads

S(t) = S(0) + t w + t² q.

There is no remainder. In Lean, q is `contracted ha hb`. The proof expands all three entries, and `linear_combination` closes each one using the symmetry of the inner product, recorded in `c1`, `c2` and `c3`.

```lean
/-- The rate of change of the contracted gradients along the displacement. -/
theorem hasDerivAt_contracted (ga gb ha hb : V) (t : ℝ) :
    HasDerivAt (fun t : ℝ => contracted (ga + t • ha) (gb + t • hb))
      (firstChange ga gb ha hb + (2 * t) • contracted ha hb) t := by
  simp only [contracted_path]
  have h1 := (hasDerivAt_id' t).smul_const (firstChange ga gb ha hb)
  have h2 := (hasDerivAt_pow 2 t).smul_const (contracted ha hb)
  exact ((h1.const_add (contracted ga gb)).fun_add h2).congr_deriv (by simp)
```

Differentiating the quadratic gives S′(t) = w + 2t q. `HasDerivAt g v t` says that the function g is differentiable at t with derivative v. The proof differentiates the linear and quadratic terms separately and adds them.

```lean
/-- First-order response: where `f` is differentiable, the energy density changes at the rate
given by the differential of `f` on the rate of change of the contracted gradients. -/
theorem hasDerivAt_energyAlong (f : ℝ × ℝ × ℝ → ℝ) (ga gb ha hb : V) (t : ℝ)
    (hf : DifferentiableAt ℝ f (contracted (ga + t • ha) (gb + t • hb))) :
    HasDerivAt (energyAlong f ga gb ha hb)
      (fderiv ℝ f (contracted (ga + t • ha) (gb + t • hb))
        (firstChange ga gb ha hb + (2 * t) • contracted ha hb)) t :=
  hf.hasFDerivAt.comp_hasDerivAt t (hasDerivAt_contracted ga gb ha hb t)
```

This is the chain rule,

φ′(t) = Df(S(t))[w + 2t q],

valid at any t for which f is differentiable at S(t). At t = 0 it gives the first-order response Df(S(0))w.

```lean
/-- Second-order response of a spin GGA: for `f` of class C² at the contracted gradients, the second
derivative of the energy density along the displacement, at `t = 0`, is
`D²f(w,w) + 2 f_saa |ha|² + 2 f_sab ⟨ha,hb⟩ + 2 f_sbb |hb|²`, with `w` the first-order change of the
contracted gradients. -/
theorem second_response (f : ℝ × ℝ × ℝ → ℝ) (ga gb ha hb : V)
    (hf : ContDiffAt ℝ 2 f (contracted ga gb)) :
    HasDerivAt (deriv (energyAlong f ga gb ha hb))
      (fderiv ℝ (fderiv ℝ f) (contracted ga gb)
          (firstChange ga gb ha hb) (firstChange ga gb ha hb)
        + 2 * fSaa f (contracted ga gb) * ‖ha‖ ^ 2
        + 2 * fSab f (contracted ga gb) * ⟪ha, hb⟫_ℝ
        + 2 * fSbb f (contracted ga gb) * ‖hb‖ ^ 2) 0 := by
  have h0 : contracted (ga + (0 : ℝ) • ha) (gb + (0 : ℝ) • hb) = contracted ga gb := by simp
  have hp := hasDerivAt_contracted ga gb ha hb 0
  have hc : Filter.Tendsto (fun t : ℝ => contracted (ga + t • ha) (gb + t • hb))
      (𝓝 0) (𝓝 (contracted ga gb)) := by
    simpa only [zero_smul, add_zero] using hp.continuousAt.tendsto
  have hev : ∀ᶠ s in 𝓝 (contracted ga gb), DifferentiableAt ℝ f s :=
    (hf.eventually (by simp)).mono fun s hs => hs.differentiableAt (by norm_num)
  -- the first derivative is known in a whole neighbourhood of t = 0
  have hd : deriv (energyAlong f ga gb ha hb) =ᶠ[𝓝 0] fun t : ℝ =>
      fderiv ℝ f (contracted (ga + t • ha) (gb + t • hb))
        (firstChange ga gb ha hb + (2 * t) • contracted ha hb) :=
    (hc.eventually hev).mono fun t ht => (hasDerivAt_energyAlong f ga gb ha hb t ht).deriv
  have hD : HasFDerivAt (fderiv ℝ f) (fderiv ℝ (fderiv ℝ f) (contracted ga gb))
      (contracted (ga + (0 : ℝ) • ha) (gb + (0 : ℝ) • hb)) := by
    rw [h0]
    exact ((hf.fderiv_right (m := 1) (by norm_num)).differentiableAt
      (by norm_num)).hasFDerivAt
  have hA : HasDerivAt (fun t : ℝ => fderiv ℝ f (contracted (ga + t • ha) (gb + t • hb)))
      (fderiv ℝ (fderiv ℝ f) (contracted ga gb) (firstChange ga gb ha hb)) 0 :=
    (hD.comp_hasDerivAt 0 hp).congr_deriv (by simp)
  have hB : HasDerivAt (fun t : ℝ => firstChange ga gb ha hb + (2 * t) • contracted ha hb)
      ((2 : ℝ) • contracted ha hb) 0 :=
    ((((hasDerivAt_id' (0 : ℝ)).const_mul 2).smul_const (contracted ha hb)).const_add
      (firstChange ga gb ha hb)).congr_deriv (by simp)
  -- product rule for the differential acting on the velocity
  refine ((hA.clm_apply hB).congr_of_eventuallyEq hd).congr_deriv ?_
  simp only [mul_zero, zero_smul, add_zero, map_smul, smul_eq_mul]
  rw [differential_eq f _ (contracted ha hb)]
  simp only [contracted]
  ring
```

This is the main result. The hypothesis `ContDiffAt ℝ 2 f (contracted ga gb)` says that f is C² at the undisplaced triple. The conclusion says that φ′, written `deriv (energyAlong f ga gb ha hb)`, is differentiable at t = 0 with the stated derivative.

By hand, apply the product rule to the formula for φ′. One term comes from the change of the differential, the other from the change of the velocity:

φ″(0) = D²f(S(0))(w,w) + Df(S(0))[2q].

The total differential turns the last term into

2 f_saa |ha|² + 2 f_sab ⟨ha,hb⟩ + 2 f_sbb |hb|².

The Lean proof takes the same route, with one point made explicit: to differentiate φ′ at 0, its formula must be known on an interval around 0. Since f is C² at S(0), it is differentiable at all nearby triples (`hev`), and S(t) stays near S(0) for small t (`hc`). Together these give the formula for φ′ near 0 (`hd`).

Next, `hD` says that the differential of f is itself differentiable at S(0), and `hA` follows it along the path, giving D²f(S(0)) applied once to w. The velocity has derivative 2q by `hB`. The product rule is `clm_apply`, which differentiates a changing linear map applied to a changing vector. Finally `differential_eq` splits Df(S(0))q into partial derivatives.

```lean
/-- For `f` of class C² at the contracted gradients and displacements `x e`, `y e` along a direction
`e` orthogonal to both gradients, only first partial derivatives of `f` contribute to the second
derivative of the energy density at `t = 0`. -/
theorem transverse_response (f : ℝ × ℝ × ℝ → ℝ) (ga gb e : V) (x y : ℝ)
    (hf : ContDiffAt ℝ 2 f (contracted ga gb))
    (hea : ⟪ga, e⟫_ℝ = 0) (heb : ⟪gb, e⟫_ℝ = 0) :
    deriv (deriv (energyAlong f ga gb (x • e) (y • e))) 0 =
      2 * ‖e‖ ^ 2 * (fSaa f (contracted ga gb) * x ^ 2
        + fSab f (contracted ga gb) * (x * y) + fSbb f (contracted ga gb) * y ^ 2) := by
  have hw : firstChange ga gb (x • e) (y • e) = 0 := by
    simp [firstChange, real_inner_smul_right, hea, heb]
  rw [(second_response f ga gb (x • e) (y • e) hf).deriv, hw]
  simp only [map_zero, norm_smul, real_inner_smul_left, real_inner_smul_right,
    real_inner_self_eq_norm_sq, mul_pow, Real.norm_eq_abs, sq_abs, zero_add]
  ring
```

Now let both displacements lie along one direction e orthogonal to ga and gb: ha = x e and hb = y e, with real x and y. Every inner product in w vanishes, so w = 0 and

φ″(0) = 2|e|² (f_saa x² + f_sab xy + f_sbb y²).

No second derivative of f remains. In three dimensions a nonzero e of this kind always exists; in one dimension it exists only if both gradients vanish. The proof establishes w = 0 (`hw`), inserts it into the main formula and collects factors.

```lean
/-- For `f` of class C² at the contracted gradients, the second-order response is nonnegative if
`D²f(w,w) ≥ 0`, `f_saa ≥ 0`, `f_sbb ≥ 0` and `f_sab² ≤ 4 f_saa f_sbb` there. -/
theorem response_nonneg (f : ℝ × ℝ × ℝ → ℝ) (ga gb ha hb : V)
    (hf : ContDiffAt ℝ 2 f (contracted ga gb))
    (hw : 0 ≤ fderiv ℝ (fderiv ℝ f) (contracted ga gb)
      (firstChange ga gb ha hb) (firstChange ga gb ha hb))
    (hA : 0 ≤ fSaa f (contracted ga gb)) (hC : 0 ≤ fSbb f (contracted ga gb))
    (hB : fSab f (contracted ga gb) ^ 2 ≤
      4 * fSaa f (contracted ga gb) * fSbb f (contracted ga gb)) :
    0 ≤ deriv (deriv (energyAlong f ga gb ha hb)) 0 := by
  rw [(second_response f ga gb ha hb hf).deriv]
  generalize fSaa f (contracted ga gb) = A at *
  generalize fSab f (contracted ga gb) = B at *
  generalize fSbb f (contracted ga gb) = C at *
  have eA := Real.sq_sqrt hA
  have eC := Real.sq_sqrt hC
  have hB' : |B| ≤ 2 * (√A * √C) := by
    apply abs_le_of_sq_le_sq _ (by positivity)
    calc B ^ 2 ≤ 4 * A * C := hB
      _ = 4 * (√A ^ 2) * (√C ^ 2) := by rw [eA, eC]
      _ = (2 * (√A * √C)) ^ 2 := by ring
  -- Cauchy-Schwarz bounds the opposite-spin term
  have hr : |B * ⟪ha, hb⟫_ℝ| ≤ 2 * (√A * √C) * (‖ha‖ * ‖hb‖) := by
    rw [abs_mul]
    exact mul_le_mul hB' (abs_real_inner_le_norm ha hb) (abs_nonneg _) (by positivity)
  have e1 : A * ‖ha‖ ^ 2 = (√A * ‖ha‖) ^ 2 := by rw [mul_pow, eA]
  have e2 : C * ‖hb‖ ^ 2 = (√C * ‖hb‖) ^ 2 := by rw [mul_pow, eC]
  have h3 := neg_abs_le (B * ⟪ha, hb⟫_ℝ)
  have h4 := sq_nonneg (√A * ‖ha‖ - √C * ‖hb‖)
  linarith
```

This theorem gives sufficient conditions for φ″(0) ≥ 0, that is, for the energy density to have no downward curvature at t = 0 along the displacement. Write A, B, C for f_saa, f_sab, f_sbb at the undisplaced triple. The conditions are D²f(w,w) ≥ 0, A ≥ 0, C ≥ 0 and B² ≤ 4AC. The last one limits the coupling between opposite-spin gradients relative to the same-spin terms. Common functionals need not meet these conditions: for PBE exchange alone, A and C are negative wherever both spin densities are positive.

By hand, B² ≤ 4AC gives |B| ≤ 2√A√C, and the Cauchy–Schwarz inequality gives |⟨ha,hb⟩| ≤ |ha||hb|. Hence

A|ha|² + B⟨ha,hb⟩ + C|hb|² ≥ (√A|ha| − √C|hb|)² ≥ 0.

Twice the left side, plus D²f(w,w), is φ″(0). In Lean, `hB'` is the bound on |B|, `hr` combines it with Cauchy–Schwarz, `h4` is the nonnegative square, and `linarith` adds up the inequalities.

```lean
/-- For `f` of class C² at the contracted gradients and a nonzero direction `e` orthogonal to both
gradients, the second-order response to all displacements `x e`, `y e` is nonnegative exactly when
`f_saa ≥ 0`, `f_sbb ≥ 0` and `f_sab² ≤ 4 f_saa f_sbb`. -/
theorem transverse_nonneg_iff (f : ℝ × ℝ × ℝ → ℝ) (ga gb e : V)
    (hf : ContDiffAt ℝ 2 f (contracted ga gb)) (he : e ≠ 0)
    (hea : ⟪ga, e⟫_ℝ = 0) (heb : ⟪gb, e⟫_ℝ = 0) :
    (∀ x y : ℝ, 0 ≤ deriv (deriv (energyAlong f ga gb (x • e) (y • e))) 0) ↔
      0 ≤ fSaa f (contracted ga gb) ∧ 0 ≤ fSbb f (contracted ga gb) ∧
        fSab f (contracted ga gb) ^ 2 ≤
          4 * fSaa f (contracted ga gb) * fSbb f (contracted ga gb) := by
  constructor
  · intro h
    have hn : 0 < 2 * ‖e‖ ^ 2 := by
      have := norm_pos_iff.mpr he
      positivity
    have hq : ∀ x y : ℝ, 0 ≤ fSaa f (contracted ga gb) * x ^ 2
        + fSab f (contracted ga gb) * (x * y) + fSbb f (contracted ga gb) * y ^ 2 := by
      intro x y
      have hxy := h x y
      rw [transverse_response f ga gb e x y hf hea heb] at hxy
      exact nonneg_of_mul_nonneg_right hxy hn
    refine ⟨by simpa using hq 1 0, by simpa using hq 0 1, ?_⟩
    -- a quadratic that is never negative has no positive discriminant
    have hdisc := discrim_le_zero (a := fSaa f (contracted ga gb))
      (b := fSab f (contracted ga gb)) (c := fSbb f (contracted ga gb))
      (fun x => by linarith [hq x 1])
    unfold discrim at hdisc
    linarith
  · rintro ⟨hA, hC, hB⟩ x y
    have hw : firstChange ga gb (x • e) (y • e) = 0 := by
      simp [firstChange, real_inner_smul_right, hea, heb]
    exact response_nonneg f ga gb (x • e) (y • e) hf (by simp [hw]) hA hC hB

end

end SpinGGAResponse
```

For transverse displacements the conditions on the first partial derivatives are also necessary. With e nonzero and orthogonal to both gradients, φ″(0) ≥ 0 for all x and y exactly when A ≥ 0, C ≥ 0 and B² ≤ 4AC.

Suppose first that the response is never negative. Dividing the transverse formula by 2|e|² > 0 gives

A x² + B xy + C y² ≥ 0 for all x and y.

The choice x = 1, y = 0 gives A ≥ 0, and x = 0, y = 1 gives C ≥ 0. With y = 1, the polynomial A x² + B x + C is never negative, so its discriminant B² − 4AC is at most zero; this is `discrim_le_zero`, which also handles A = 0.

Conversely, w = 0 makes D²f(w,w) zero, and the preceding theorem applies. The assumption e ≠ 0 is used only in the first direction: for e = 0 nothing is displaced, and the response is zero whatever the signs of A and C.

```lean
#print axioms SpinGGAResponse.second_response
-- 'SpinGGAResponse.second_response' depends on axioms: [propext, Classical.choice, Quot.sound]
#print axioms SpinGGAResponse.transverse_nonneg_iff
-- 'SpinGGAResponse.transverse_nonneg_iff' depends on axioms: [propext, Classical.choice, Quot.sound]
```
